# Truncating the fugacity series of the Fermi-Dirac integral: for $s>0$ the error is at most the first omitted term

## Density from the chemical potential

To get the density $n$, summed over both spins, of a three-dimensional, spin-unpolarized, non-interacting uniform electron gas at temperature $T>0$ and chemical potential $\mu$, measured from the band bottom, one evaluates

$$n=\frac{1}{2\pi^2}\left(\frac{2mk_BT}{\hbar^2}\right)^{3/2}F(3/2,y),\qquad F(s,y)=\int_0^\infty \frac{x^{s-1}}{e^{x-y}+1}\,dx .$$

Here $m$ is the electron mass, $x=\varepsilon/k_BT$ is the one-particle energy $\varepsilon$ above the band bottom in thermal units, and $y=\mu/k_BT$. The kinetic energy density needs $F(5/2,y)$. When the gas is sufficiently dilute or hot, $y$ is negative, and one can expand $F$ in the fugacity $e^y$, keep $N$ terms, and choose $N$ from the size of the first term left out. The theorems below justify that step for the non-interacting gas.

The condition $s>0$ says that the weight $x^{s-1}$ is integrable at the band bottom. The condition $y\le 0$ places $\mu$ at or below the band bottom.

## The series, its error and its range

Count terms from $k=0$ and set

$$a_k=\frac{e^{(k+1)y}}{(k+1)^s},\qquad S_N=\sum_{k=0}^{N-1}(-1)^k a_k,\qquad E_N=F(s,y)-\Gamma(s)S_N .$$

Here $\Gamma(s)=\int_0^\infty t^{s-1}e^{-t}\,dt$ for $s>0$ is the Gamma function. The first term omitted from $S_N$ is $(-1)^Na_N$, so the first term omitted from the approximation $\Gamma(s)S_N$ to $F$ has modulus $\Gamma(s)a_N$; this is the quantity the error is compared with. The statements are:

- For $s>0$, every real $y$ and every $N\ge0$: $(-1)^NE_N\ge0$ and $|E_N|\le\Gamma(s)a_N$.
- For $s>0$ and $y\le0$: $|E_N|\ge\Gamma(s)a_N/2$, and $\Gamma(s)S_N\to F(s,y)$.
- For $s>0$ and $y<0$: the series is summable and $F(s,y)=\Gamma(s)\sum_{k\ge0}(-1)^ka_k$.
- For $y>0$ and any real $s$: $S_N$ has no real limit.

By the sign statement, even $N$ gives a lower bound on $F$ and odd $N$ an upper bound. At $N=0$ the sum is empty, so $0\le F\le\Gamma(s)e^y$ for every $y$, and $F\ge\Gamma(s)e^y/2$ for $y\le0$.

## A recurrence for the tails

Write $q=e^{y-x}>0$. The occupation is $1/(e^{x-y}+1)=q/(1+q)$. Define the Boltzmann integrands $b_k(x)=x^{s-1}q^{k+1}$ and the tails

$$R_N=\int_0^\infty\frac{b_N(x)}{1+q}\,dx .$$

1. The substitution $t=(k+1)x$ gives $\int_0^\infty b_k\,dx=e^{(k+1)y}\int_0^\infty x^{s-1}e^{-(k+1)x}dx=\Gamma(s)a_k$.
2. Since $0\le b_N/(1+q)\le b_N$ for $x>0$, each $R_N$ is finite and nonnegative.
3. Since $b_0/(1+q)=x^{s-1}q/(1+q)$, we have $R_0=F$.
4. Since $b_{N+1}=b_Nq$, the integrands of $R_N$ and $R_{N+1}$ add up to $b_N$, so $R_N+R_{N+1}=\Gamma(s)a_N$.
5. Induction gives $E_N=(-1)^NR_N$. The case $N=0$ is step 3, and
$$E_{N+1}=E_N-(-1)^N\Gamma(s)a_N=(-1)^N\left[R_N-R_N-R_{N+1}\right]=(-1)^{N+1}R_{N+1}.$$
6. Hence $(-1)^NE_N=|E_N|=R_N=\Gamma(s)a_N-R_{N+1}\le\Gamma(s)a_N$. No sign of $y$ has been used so far.
7. For $y\le0$ and $x>0$ we have $q\le1$, so $R_{N+1}\le R_N$ and $2R_N\ge R_N+R_{N+1}=\Gamma(s)a_N$.

## Three ranges of $y$

For $y\le0$, $a_N\le(N+1)^{-s}\to0$, so $E_N\to0$ by step 6. For $y<0$, $a_k\le e^{(k+1)y}\le(e^y)^k$, so a geometric series dominates the moduli. The series is then summable, and its sum is the limit of $S_N$. For $y>0$, a limit of $S_N$ would force $|S_{N+1}-S_N|=a_N\to0$, whereas the exponential outgrows every power and $a_N\to\infty$. The bound of step 6 stays true there, but it grows without limit in $N$.

## The Lean file

```lean
import Mathlib

open Real MeasureTheory Set Filter Topology

namespace FermiDiracSeries

noncomputable section

/-- Fermi-Dirac integrand `x^(s-1) / (exp (x - y) + 1)` at reduced energy `x` and reduced
chemical potential `y`. -/
def fermiIntegrand (s y x : ℝ) : ℝ := x ^ (s - 1) / (exp (x - y) + 1)

/-- The Fermi-Dirac integral over reduced energies `x > 0`. -/
def fermiDirac (s y : ℝ) : ℝ := ∫ x in Ioi (0 : ℝ), fermiIntegrand s y x

/-- Magnitude `exp ((k+1) y) / (k+1)^s` of the term number `k + 1` of the fugacity series. -/
def seriesTerm (s y : ℝ) (k : ℕ) : ℝ := exp (((k : ℝ) + 1) * y) / ((k : ℝ) + 1) ^ s

/-- Sum of the first `N` terms of the alternating fugacity series. -/
def partialSum (s y : ℝ) (N : ℕ) : ℝ := ∑ k ∈ Finset.range N, (-1) ^ k * seriesTerm s y k

/-- The weight `x^(s-1)` times the power `k + 1` of the Boltzmann factor `exp (y - x)`. -/
def boltzmann (s y : ℝ) (k : ℕ) (x : ℝ) : ℝ := x ^ (s - 1) * exp (((k : ℝ) + 1) * (y - x))

/-- The Boltzmann integrand number `N` divided by `1 + exp (y - x)`. -/
def tailIntegrand (s y : ℝ) (N : ℕ) (x : ℝ) : ℝ := boltzmann s y N x / (1 + exp (y - x))

/-- Integral of the tail integrand over `x > 0`. -/
def tail (s y : ℝ) (N : ℕ) : ℝ := ∫ x in Ioi (0 : ℝ), tailIntegrand s y N x

/-- For `s > 0` each Boltzmann integrand is integrable on `x > 0`, with integral
`Γ(s) exp ((k+1) y) / (k+1)^s`. -/
theorem boltzmann_integral {s : ℝ} (hs : 0 < s) (y : ℝ) (k : ℕ) :
    IntegrableOn (boltzmann s y k) (Ioi 0) ∧
      ∫ x in Ioi (0 : ℝ), boltzmann s y k x = Gamma s * seriesTerm s y k := by
  have hk : (0 : ℝ) < (k : ℝ) + 1 := by positivity
  have hI : ∫ x in Ioi (0 : ℝ), boltzmann s y k x = Gamma s * seriesTerm s y k := by
    have h := Real.integral_rpow_mul_exp_neg_mul_Ioi hs hk
    have e : ∀ x, boltzmann s y k x
        = exp (((k : ℝ) + 1) * y) * (x ^ (s - 1) * exp (-(((k : ℝ) + 1) * x))) := by
      intro x
      unfold boltzmann
      rw [show ((k : ℝ) + 1) * (y - x) = ((k : ℝ) + 1) * y + -(((k : ℝ) + 1) * x) by ring,
        exp_add]
      ring
    simp only [e]
    rw [integral_const_mul, h, one_div, Real.inv_rpow hk.le]
    unfold seriesTerm
    ring
  refine ⟨?_, hI⟩
  -- a non-integrable function would have integral zero
  by_contra hn
  have hG := Gamma_pos_of_pos hs
  have hpos : 0 < Gamma s * seriesTerm s y k := by unfold seriesTerm; positivity
  rw [integral_undef hn] at hI
  linarith

/-- For `s > 0` the tail integrand is integrable on `x > 0` and its integral is nonnegative. -/
theorem tail_integrable_nonneg {s : ℝ} (hs : 0 < s) (y : ℝ) (N : ℕ) :
    IntegrableOn (tailIntegrand s y N) (Ioi 0) ∧ 0 ≤ tail s y N := by
  have hb := (boltzmann_integral hs y N).1
  have hp : ∀ x, 0 < 1 + exp (y - x) := fun x => by positivity
  have hc : Continuous fun x => (1 + exp (y - x))⁻¹ :=
    Continuous.inv₀ (by fun_prop) fun x => (hp x).ne'
  constructor
  · refine Integrable.mono hb ?_ (ae_of_all _ fun x => ?_)
    · exact (hb.aestronglyMeasurable.mul hc.aestronglyMeasurable).congr
        (ae_of_all _ fun x => (div_eq_mul_inv _ _).symm)
    · unfold tailIntegrand
      rw [norm_div, Real.norm_of_nonneg (hp x).le]
      exact div_le_self (norm_nonneg _) (by linarith [exp_pos (y - x)])
  · refine setIntegral_nonneg measurableSet_Ioi fun x hx => ?_
    have hx0 : 0 < x := hx
    unfold tailIntegrand boltzmann
    positivity

/-- For `s > 0` the Fermi-Dirac integrand is integrable on `x > 0`, and the Fermi-Dirac
integral equals the zeroth tail. -/
theorem fermi_integrable {s : ℝ} (hs : 0 < s) (y : ℝ) :
    IntegrableOn (fermiIntegrand s y) (Ioi 0) ∧ fermiDirac s y = tail s y 0 := by
  have e : fermiIntegrand s y = tailIntegrand s y 0 := by
    funext x
    unfold fermiIntegrand tailIntegrand boltzmann
    simp only [Nat.cast_zero, zero_add, one_mul]
    have h : exp (y - x) * exp (x - y) = 1 := by rw [← exp_add]; simp
    rw [div_eq_div_iff (by positivity) (by positivity)]
    linear_combination (-x ^ (s - 1)) * h
  refine ⟨e ▸ (tail_integrable_nonneg hs y 0).1, ?_⟩
  unfold fermiDirac tail
  rw [e]

/-- For `s > 0` the tails `N` and `N + 1` add up to `Γ(s)` times `seriesTerm s y N`; if also `y ≤
0`, the tails do not increase with `N`. -/
theorem tail_recurrence {s : ℝ} (hs : 0 < s) (y : ℝ) (N : ℕ) :
    tail s y N + tail s y (N + 1) = Gamma s * seriesTerm s y N ∧
      (y ≤ 0 → tail s y (N + 1) ≤ tail s y N) := by
  have h1 := (tail_integrable_nonneg hs y N).1
  have h2 := (tail_integrable_nonneg hs y (N + 1)).1
  have hp : ∀ x, 0 < 1 + exp (y - x) := fun x => by positivity
  -- one more Boltzmann factor
  have hb : ∀ x, boltzmann s y (N + 1) x = boltzmann s y N x * exp (y - x) := by
    intro x
    unfold boltzmann
    rw [show (((N + 1 : ℕ) : ℝ) + 1) * (y - x) = ((N : ℝ) + 1) * (y - x) + (y - x) by
      push_cast; ring, exp_add]
    ring
  constructor
  · rw [← (boltzmann_integral hs y N).2]
    refine (integral_add h1 h2).symm.trans (integral_congr_ae (ae_of_all _ fun x => ?_))
    show tailIntegrand s y N x + tailIntegrand s y (N + 1) x = boltzmann s y N x
    unfold tailIntegrand
    rw [hb, ← add_div, div_eq_iff (hp x).ne']
    ring
  · intro hy
    refine setIntegral_mono_on h2 h1 measurableSet_Ioi fun x hx => ?_
    have hx0 : 0 < x := hx
    have hq : exp (y - x) ≤ 1 := exp_le_one_iff.mpr (by linarith)
    have h0 : 0 ≤ boltzmann s y N x := by unfold boltzmann; positivity
    unfold tailIntegrand
    rw [hb]
    exact div_le_div_of_nonneg_right (mul_le_of_le_one_right h0 hq) (hp x).le

/-- For `s > 0` and any `y`, the error after `N` terms is exactly `(-1)^N` times the tail. -/
theorem error_eq {s : ℝ} (hs : 0 < s) (y : ℝ) (N : ℕ) :
    fermiDirac s y - Gamma s * partialSum s y N = (-1) ^ N * tail s y N := by
  induction N with
  | zero => simp [partialSum, (fermi_integrable hs y).2]
  | succ N ih =>
    unfold partialSum at ih ⊢
    rw [Finset.sum_range_succ, pow_succ]
    linear_combination ih + (-1) ^ N * (tail_recurrence hs y N).1

/-- For `s > 0` and any `y`, the truncation error after `N` terms times `(-1)^N` is nonnegative, and
its modulus is at most `Γ(s)` times the modulus of the first omitted term. -/
theorem error_le_first_omitted {s : ℝ} (hs : 0 < s) (y : ℝ) (N : ℕ) :
    0 ≤ (-1) ^ N * (fermiDirac s y - Gamma s * partialSum s y N) ∧
      |fermiDirac s y - Gamma s * partialSum s y N| ≤ Gamma s * seriesTerm s y N := by
  have h0 := (tail_integrable_nonneg hs y N).2
  have h1 := (tail_integrable_nonneg hs y (N + 1)).2
  have hsq : ((-1 : ℝ)) ^ N * (-1) ^ N = 1 := by rw [← mul_pow]; norm_num
  rw [error_eq hs]
  constructor
  · rw [← mul_assoc, hsq, one_mul]
    exact h0
  · rw [abs_mul, abs_pow, abs_neg, abs_one, one_pow, one_mul, abs_of_nonneg h0]
    linarith [(tail_recurrence hs y N).1]

/-- For `s > 0` and `y ≤ 0` the modulus of the truncation error is at least half the modulus of
`Γ(s)` times the first omitted term. -/
theorem half_first_omitted_le_error {s y : ℝ} (hs : 0 < s) (hy : y ≤ 0) (N : ℕ) :
    Gamma s * seriesTerm s y N / 2 ≤ |fermiDirac s y - Gamma s * partialSum s y N| := by
  rw [error_eq hs, abs_mul, abs_pow, abs_neg, abs_one, one_pow, one_mul,
    abs_of_nonneg (tail_integrable_nonneg hs y N).2]
  linarith [(tail_recurrence hs y N).1, (tail_recurrence hs y N).2 hy]

/-- For `s > 0` and `y ≤ 0`, `Γ(s)` times the partial sums converges to the Fermi-Dirac
integral. -/
theorem tendsto_partialSum {s y : ℝ} (hs : 0 < s) (hy : y ≤ 0) :
    Tendsto (fun N => Gamma s * partialSum s y N) atTop (𝓝 (fermiDirac s y)) := by
  have hn : Tendsto (fun N : ℕ => (N : ℝ) + 1) atTop atTop :=
    tendsto_atTop_add_const_right _ 1 tendsto_natCast_atTop_atTop
  have h1 : Tendsto (fun N : ℕ => (((N : ℝ) + 1) ^ s)⁻¹) atTop (𝓝 0) :=
    ((tendsto_rpow_atTop hs).comp hn).inv_tendsto_atTop
  have h2 := h1.const_mul (Gamma s)
  rw [mul_zero] at h2
  rw [tendsto_iff_norm_sub_tendsto_zero]
  refine squeeze_zero (fun _ => norm_nonneg _) (fun N => ?_) h2
  rw [Real.norm_eq_abs, abs_sub_comm]
  refine (error_le_first_omitted hs y N).2.trans
    (mul_le_mul_of_nonneg_left ?_ (Gamma_pos_of_pos hs).le)
  have he : exp (((N : ℝ) + 1) * y) ≤ 1 :=
    exp_le_one_iff.mpr (mul_nonpos_of_nonneg_of_nonpos (by positivity) hy)
  unfold seriesTerm
  rw [inv_eq_one_div]
  exact div_le_div_of_nonneg_right he (by positivity)

/-- For `s > 0` and `y < 0` the alternating fugacity series is summable and the Fermi-Dirac
integral equals `Γ(s)` times its sum. -/
theorem fermiDirac_eq_series {s y : ℝ} (hs : 0 < s) (hy : y < 0) :
    Summable (fun k : ℕ => (-1) ^ k * seriesTerm s y k) ∧
      fermiDirac s y = Gamma s * ∑' k : ℕ, (-1) ^ k * seriesTerm s y k := by
  have hsum : Summable (fun k : ℕ => (-1) ^ k * seriesTerm s y k) := by
    have hlt : exp y < 1 := by rw [← exp_zero]; exact exp_lt_exp.mpr hy
    -- comparison with the geometric series in the fugacity
    refine Summable.of_norm (Summable.of_nonneg_of_le (fun _ => norm_nonneg _) (fun k => ?_)
      (summable_geometric_of_lt_one (exp_pos y).le hlt))
    have h0 : 0 ≤ seriesTerm s y k := by unfold seriesTerm; positivity
    have hk : (0 : ℝ) ≤ k := Nat.cast_nonneg k
    rw [norm_mul, norm_pow, norm_neg, norm_one, one_pow, one_mul, Real.norm_of_nonneg h0,
      ← Real.exp_nat_mul]
    unfold seriesTerm
    refine (div_le_self (exp_pos _).le (Real.one_le_rpow (by linarith) hs.le)).trans ?_
    exact exp_le_exp.mpr (by nlinarith)
  exact ⟨hsum, tendsto_nhds_unique (tendsto_partialSum hs hy.le)
    (hsum.hasSum.tendsto_sum_nat.const_mul (Gamma s))⟩

/-- For `y > 0` and any real `s` the partial sums of the fugacity series have no limit. -/
theorem partialSum_diverges (s : ℝ) {y : ℝ} (hy : 0 < y) (L : ℝ) :
    ¬ Tendsto (partialSum s y) atTop (𝓝 L) := by
  intro h
  have h1 := ((h.comp (tendsto_add_atTop_nat 1)).sub h).abs
  rw [sub_self, abs_zero] at h1
  have hn : Tendsto (fun N : ℕ => (N : ℝ) + 1) atTop atTop :=
    tendsto_atTop_add_const_right _ 1 tendsto_natCast_atTop_atTop
  have h2 := (tendsto_exp_mul_div_rpow_atTop s y hy).comp hn
  obtain ⟨N, ha, hb⟩ :=
    ((h1.eventually (gt_mem_nhds zero_lt_one)).and (h2.eventually_ge_atTop 1)).exists
  have ha' : |partialSum s y (N + 1) - partialSum s y N| < 1 := ha
  have hb' : 1 ≤ exp (y * ((N : ℝ) + 1)) / ((N : ℝ) + 1) ^ s := hb
  unfold partialSum at ha'
  rw [Finset.sum_range_succ, add_sub_cancel_left, abs_mul, abs_pow, abs_neg, abs_one, one_pow,
    one_mul] at ha'
  have hc := le_abs_self (seriesTerm s y N)
  rw [mul_comm] at hb'
  have hd : 1 ≤ seriesTerm s y N := hb'
  linarith

end

end FermiDiracSeries
```

```lean
#print axioms FermiDiracSeries.error_le_first_omitted
-- 'FermiDiracSeries.error_le_first_omitted' depends on axioms: [propext, Classical.choice, Quot.sound]
#print axioms FermiDiracSeries.half_first_omitted_le_error
-- 'FermiDiracSeries.half_first_omitted_le_error' depends on axioms: [propext, Classical.choice, Quot.sound]
#print axioms FermiDiracSeries.fermiDirac_eq_series
-- 'FermiDiracSeries.fermiDirac_eq_series' depends on axioms: [propext, Classical.choice, Quot.sound]
#print axioms FermiDiracSeries.partialSum_diverges
-- 'FermiDiracSeries.partialSum_diverges' depends on axioms: [propext, Classical.choice, Quot.sound]
```

## Dictionary between code and physics

`fermiDirac s y` is $F(s,y)$, the Lebesgue integral of `fermiIntegrand s y` over `Ioi (0 : ℝ)`, the half-line $x>0$. It is not divided by $\Gamma(s)$, and the power of $x$ is $s-1$, so the density corresponds to $s=3/2$. The definitions `seriesTerm`, `partialSum`, `boltzmann` and `tail` are $a_k$, $S_N$, $b_k$ and $R_N$ with the same indices, `tailIntegrand` is $b_N/(1+q)$, and `Finset.range N` runs over $k=0,\dots,N-1$.

`error_eq` is step 5 and `error_le_first_omitted` is the sign together with the upper bound, both with `hs : 0 < s` as the only hypothesis. `half_first_omitted_le_error` and `tendsto_partialSum` add `hy : y ≤ 0`. `fermiDirac_eq_series` assumes `hy : y < 0` and concludes `Summable`, which for real terms means absolute convergence. At $y=0$ the moduli are $(k+1)^{-s}$, whose sum diverges for $s\le1$, and there the file states convergence of the ordered partial sums. `partialSum_diverges` denies convergence to each real `L`.

The theorems concern the dimensionless integral with $s$ and $y$ given; the density formula at the top is standard physics quoted as context and is not among them. Interactions, the inversion of $n(\mu)$ for $\mu$, a convergent scheme for the degenerate range $y>0$ and floating-point rounding are not treated.

## How the lemmas follow the steps

`boltzmann_integral` is step 1. The local equation `e` factors out $e^{(k+1)y}$, and `Real.integral_rpow_mul_exp_neg_mul_Ioi` supplies the scaled Gamma integral. Integrability of $b_k$ comes by contradiction from a convention: Mathlib assigns the integral zero to a non-integrable function (`integral_undef`), while $\Gamma(s)a_k>0$ by `Gamma_pos_of_pos`.

`tail_integrable_nonneg` is step 2. `Integrable.mono` applies domination by $b_N$, with measurability from the product of $b_N$ and the continuous factor $1/(1+q)$, and `setIntegral_nonneg` gives $R_N\ge0$. `fermi_integrable` is step 3. After cross-multiplication, `linear_combination` closes the pointwise identity from $e^{y-x}e^{x-y}=1$, and the integrability of the Fermi integrand is inherited from the zeroth tail.

`tail_recurrence` holds step 4 and the monotonicity in step 7. The equation `hb` is $b_{N+1}=b_Nq$, `integral_add` joins the two tails, and `setIntegral_mono_on` compares them using $q\le1$. In `error_eq` the induction step is the displayed line of step 5, written as the induction hypothesis plus $(-1)^N$ times the recurrence. Both error bounds then rewrite $|E_N|$ as $R_N$ and finish with `linarith`: the upper one from $R_{N+1}\ge0$, the lower one from $R_{N+1}\le R_N$.

`tendsto_partialSum` uses `squeeze_zero` to trap $|E_N|$ between $0$ and $\Gamma(s)(N+1)^{-s}$. `fermiDirac_eq_series` compares with `summable_geometric_of_lt_one` and identifies the two limits of $\Gamma(s)S_N$ by `tendsto_nhds_unique`. `partialSum_diverges` takes one $N$ at which $|S_{N+1}-S_N|<1$, from the assumed limit, and $a_N\ge1$, from `tendsto_exp_mul_div_rpow_atTop`; these contradict each other because $|S_{N+1}-S_N|=|a_N|$.
